# A clipped Pauli factor built from unbiased, independent occupation estimates never blocks too strongly on average

Repeated measurements of a noisy occupation are modelled as independent draws from one finite set of outcomes with fixed probabilities, and the true occupation f is defined as the mean of a single draw X. If f ≤ 1, replacing f in the Pauli factor 1 − f by the average of N ≥ 1 draws and clipping the result at zero makes the mean factor too large by at most sd(X)/(2√N), and this bias never grows with N.

In Lean 4 with Mathlib:

```lean
import Mathlib

open Finset

namespace ClippedPauliBlocking

noncomputable section

variable {Ω : Type*} [Fintype Ω]

/-- A probability weight on a finite set of outcomes: nonnegative and summing to one. -/
structure IsProb (p : Ω → ℝ) : Prop where
  nonneg : ∀ a, 0 ≤ p a
  sum_one : ∑ a, p a = 1

/-- The expectation of `g` under the weight `p`. -/
def expect (p g : Ω → ℝ) : ℝ := ∑ a, p a * g a

/-- The variance of `X` under the weight `p`. -/
def variance (p X : Ω → ℝ) : ℝ := expect p (fun a => (X a - expect p X) ^ 2)

/-- The product weight of `N` independent copies. -/
def copies (p : Ω → ℝ) (N : ℕ) : (Fin N → Ω) → ℝ := fun ω => ∏ i, p (ω i)

/-- The occupation estimated by averaging `N` copies of `X`, for `N ≥ 1`. -/
def sampleMean (X : Ω → ℝ) (N : ℕ) (ω : Fin N → Ω) : ℝ := (∑ i, X (ω i)) / N

/-- The mean clipped Pauli factor `max(0, 1 - Y)` of the `N`-copy average `Y`, minus the
exact factor `1 - f`, where `f` is the mean of `X` and `N ≥ 1`. -/
def blockingBias (p X : Ω → ℝ) (N : ℕ) : ℝ :=
  expect (copies p N) (fun ω => max 0 (1 - sampleMean X N ω)) - (1 - expect p X)

/-- Expectation under a probability weight is linear and keeps constants. -/
theorem expect_affine {p : Ω → ℝ} (hp : IsProb p) (c d e : ℝ) (g h : Ω → ℝ) :
    expect p (fun a => c + d * g a + e * h a) = c + d * expect p g + e * expect p h := by
  have key : ∀ a, p a * (c + d * g a + e * h a)
      = p a * c + d * (p a * g a) + e * (p a * h a) := fun a => by ring
  simp only [expect, key, sum_add_distrib, ← sum_mul, ← mul_sum, hp.sum_one, one_mul]

/-- An expectation over `N + 1` independent copies can be taken over copy `j` and over the
remaining `N` copies in turn. -/
theorem expect_copies_succ (p : Ω → ℝ) {N : ℕ} (j : Fin (N + 1))
    (g : Ω → (Fin N → Ω) → ℝ) :
    expect (copies p (N + 1)) (fun ω => g (ω j) (fun i => ω (j.succAbove i)))
      = expect p (fun a => expect (copies p N) (g a)) := by
  simp only [expect, copies]
  rw [← (Fin.insertNthEquiv (fun _ => Ω) j).sum_comp, Fintype.sum_prod_type]
  refine sum_congr rfl fun a _ => ?_
  rw [mul_sum]
  refine sum_congr rfl fun ω _ => ?_
  rw [Fin.prod_univ_succAbove _ j]
  simp [Fin.insertNthEquiv, mul_assoc]

/-- Independent copies of a probability weight again form a probability weight. -/
theorem isProb_copies {p : Ω → ℝ} (hp : IsProb p) (N : ℕ) : IsProb (copies p N) := by
  refine ⟨fun ω => prod_nonneg fun i _ => hp.nonneg _, ?_⟩
  induction N with
  | zero => simp [copies]
  | succ n ih =>
    have h := expect_copies_succ p (0 : Fin (n + 1)) (fun _ _ => 1)
    simp only [expect, mul_one, ih, hp.sum_one] at h
    exact h

/-- The average of `N ≥ 1` independent copies has the mean of `X` and its variance
divided by `N`. -/
theorem sampleMean_moments {p : Ω → ℝ} (hp : IsProb p) (X : Ω → ℝ) {N : ℕ} (hN : 0 < N) :
    expect (copies p N) (sampleMean X N) = expect p X ∧
    expect (copies p N) (fun ω => (sampleMean X N ω - expect p X) ^ 2)
      = variance p X / N := by
  have hN0 : (N : ℝ) ≠ 0 := by exact_mod_cast hN.ne'
  unfold variance
  obtain ⟨f, hf⟩ : ∃ f, f = expect p X := ⟨_, rfl⟩
  rw [← hf]
  obtain ⟨V, hV⟩ : ∃ V, V = expect p (fun a => (X a - f) ^ 2) := ⟨_, rfl⟩
  rw [← hV]
  have hZ : expect p (fun a => X a - f) = 0 := by
    simp only [expect, mul_sub, sum_sub_distrib, ← sum_mul, hp.sum_one, one_mul, hf, sub_self]
  -- fluctuations of independent copies add in the square
  have key : ∀ n : ℕ, expect (copies p n) (fun ω => ∑ i, (X (ω i) - f)) = 0 ∧
      expect (copies p n) (fun ω => (∑ i, (X (ω i) - f)) ^ 2) = n * V := by
    intro n
    induction n with
    | zero => simp [expect]
    | succ n ih =>
      have e1 : ∀ a, expect (copies p n) (fun ω => (X a - f) + ∑ i, (X (ω i) - f))
          = X a - f := by
        intro a
        have h := expect_affine (isProb_copies hp n) (X a - f) 1 0
          (fun ω => ∑ i, (X (ω i) - f)) (fun _ => 0)
        rw [ih.1] at h
        simp only [one_mul, zero_mul, add_zero, mul_zero] at h
        exact h
      have e2 : ∀ a, expect (copies p n) (fun ω => ((X a - f) + ∑ i, (X (ω i) - f)) ^ 2)
          = n * V + 1 * (X a - f) ^ 2 + 0 * (X a - f) ^ 2 := by
        intro a
        have h := expect_affine (isProb_copies hp n) ((X a - f) ^ 2) (2 * (X a - f)) 1
          (fun ω => ∑ i, (X (ω i) - f)) (fun ω => (∑ i, (X (ω i) - f)) ^ 2)
        rw [ih.1, ih.2] at h
        refine Eq.trans ?_ (h.trans (by ring))
        congr 1
        funext ω
        ring
      simp only [Fin.sum_univ_succAbove _ (0 : Fin (n + 1))]
      refine ⟨(expect_copies_succ p (0 : Fin (n + 1))
        (fun a ω => (X a - f) + ∑ i, (X (ω i) - f))).trans ?_,
        (expect_copies_succ p (0 : Fin (n + 1))
        (fun a ω => ((X a - f) + ∑ i, (X (ω i) - f)) ^ 2)).trans ?_⟩
      · simp only [e1]
        exact hZ
      · simp only [e2]
        exact (expect_affine hp _ 1 0 (fun a => (X a - f) ^ 2)
          (fun a => (X a - f) ^ 2)).trans (by rw [← hV]; push_cast; ring)
  have hY : ∀ ω, sampleMean X N ω
      = f + 1 / N * ∑ i, (X (ω i) - f) + 0 * ∑ i, (X (ω i) - f) := by
    intro ω
    simp only [sampleMean, sum_sub_distrib, sum_const, card_univ, Fintype.card_fin,
      nsmul_eq_mul]
    linear_combination f * mul_inv_cancel₀ hN0
  constructor
  · rw [show sampleMean X N = _ from funext hY]
    exact (expect_affine (isProb_copies hp N) f (1 / N) 0 (fun ω => ∑ i, (X (ω i) - f))
      (fun ω => ∑ i, (X (ω i) - f))).trans (by rw [(key N).1]; ring)
  · have hsq : ∀ ω, (sampleMean X N ω - f) ^ 2 = 0 + 1 / (N : ℝ) ^ 2 *
        (∑ i, (X (ω i) - f)) ^ 2 + 0 * (∑ i, (X (ω i) - f)) ^ 2 := by
      intro ω
      rw [hY]
      ring
    simp only [hsq]
    exact (expect_affine (isProb_copies hp N) 0 (1 / (N : ℝ) ^ 2) 0
      (fun ω => (∑ i, (X (ω i) - f)) ^ 2) (fun ω => (∑ i, (X (ω i) - f)) ^ 2)).trans
      (by rw [(key N).2]; linear_combination (V / N) * mul_inv_cancel₀ hN0)

/-- For `N ≥ 1` the blocking bias equals the mean excess of the estimated occupation
above one. -/
theorem blockingBias_eq_excess {p : Ω → ℝ} (hp : IsProb p) (X : Ω → ℝ) {N : ℕ}
    (hN : 0 < N) :
    blockingBias p X N = expect (copies p N) (fun ω => max 0 (sampleMean X N ω - 1)) := by
  have h : ∀ ω, max 0 (1 - sampleMean X N ω)
      = 1 + (-1) * sampleMean X N ω + 1 * max 0 (sampleMean X N ω - 1) := by
    intro ω
    rw [max_def, max_def]
    split_ifs <;> linarith
  unfold blockingBias
  rw [funext h, expect_affine (isProb_copies hp N) 1 (-1) 1 (sampleMean X N)
    (fun ω => max 0 (sampleMean X N ω - 1)), (sampleMean_moments hp X hN).1]
  ring

/-- Adding one more independent copy to `N ≥ 1` copies never increases the blocking bias. -/
theorem blockingBias_succ_le {p : Ω → ℝ} (hp : IsProb p) (X : Ω → ℝ) {N : ℕ}
    (hN : 0 < N) : blockingBias p X (N + 1) ≤ blockingBias p X N := by
  have hN0 : (N : ℝ) ≠ 0 := by exact_mod_cast hN.ne'
  have hN1 : (N : ℝ) + 1 ≠ 0 := by positivity
  rw [blockingBias_eq_excess hp X hN, blockingBias_eq_excess hp X N.succ_pos]
  have scalar : ∀ T : ℝ, 1 / ((N : ℝ) + 1) * (((N + 1) * T - T) / N - (N + 1) * 1)
      = T / (N + 1) - 1 := by
    intro T
    rw [show (((N : ℝ) + 1) * T - T) / N = T by rw [div_eq_iff hN0]; ring]
    linear_combination (-1) * mul_inv_cancel₀ hN1
  -- the full average is the average of the leave-one-out averages
  have hs : ∀ ω : Fin (N + 1) → Ω, ∑ j : Fin (N + 1), 1 / ((N : ℝ) + 1) *
      (sampleMean X N (fun i => ω (j.succAbove i)) - 1) = sampleMean X (N + 1) ω - 1 := by
    intro ω
    have hj : ∀ j : Fin (N + 1), sampleMean X N (fun i => ω (j.succAbove i))
        = (∑ i, X (ω i) - X (ω j)) / N := by
      intro j
      unfold sampleMean
      rw [Fin.sum_univ_succAbove (fun i => X (ω i)) j]
      ring
    simp only [hj]
    rw [← mul_sum, sum_sub_distrib, ← sum_div, sum_sub_distrib]
    simp only [sum_const, card_univ, Fintype.card_fin, nsmul_eq_mul, sampleMean]
    push_cast
    linear_combination scalar (∑ i, X (ω i))
  have hm : ∀ j : Fin (N + 1), expect (copies p (N + 1))
      (fun ω => max 0 (sampleMean X N (fun i => ω (j.succAbove i)) - 1))
      = expect (copies p N) (fun ω => max 0 (sampleMean X N ω - 1)) := fun j =>
    (expect_copies_succ p j (fun _ ω => max 0 (sampleMean X N ω - 1))).trans
      (by simp only [expect]; rw [← sum_mul, hp.sum_one, one_mul])
  calc expect (copies p (N + 1)) (fun ω => max 0 (sampleMean X (N + 1) ω - 1))
      ≤ expect (copies p (N + 1)) (fun ω => ∑ j : Fin (N + 1), 1 / ((N : ℝ) + 1) *
          max 0 (sampleMean X N (fun i => ω (j.succAbove i)) - 1)) := by
        refine sum_le_sum fun ω _ =>
          mul_le_mul_of_nonneg_left ?_ ((isProb_copies hp (N + 1)).nonneg ω)
        refine max_le (sum_nonneg fun j _ => by positivity) ?_
        rw [← hs ω]
        exact sum_le_sum fun j _ =>
          mul_le_mul_of_nonneg_left (le_max_right _ _) (by positivity)
    _ = ∑ j : Fin (N + 1), 1 / ((N : ℝ) + 1) * expect (copies p (N + 1))
          (fun ω => max 0 (sampleMean X N (fun i => ω (j.succAbove i)) - 1)) := by
        simp only [expect, mul_sum]
        rw [sum_comm]
        exact sum_congr rfl fun j _ => sum_congr rfl fun ω _ => by ring
    _ = expect (copies p N) (fun ω => max 0 (sampleMean X N ω - 1)) := by
        simp only [hm]
        rw [sum_const, card_univ, Fintype.card_fin, nsmul_eq_mul]
        push_cast
        rw [← mul_assoc, mul_one_div_cancel hN1, one_mul]

/-- If the mean occupation is at most one, the blocking bias with `N ≥ 1` copies is at most
the standard deviation of `X` divided by `2√N`. -/
theorem blockingBias_le {p : Ω → ℝ} (hp : IsProb p) {X : Ω → ℝ} (hf : expect p X ≤ 1)
    {N : ℕ} (hN : 0 < N) : blockingBias p X N ≤ √(variance p X) / (2 * √(N : ℝ)) := by
  obtain ⟨hmean, hvar⟩ := sampleMean_moments hp X hN
  have hq := isProb_copies hp N
  obtain ⟨f, hfd⟩ : ∃ f, f = expect p X := ⟨_, rfl⟩
  rw [← hfd] at hf hmean hvar
  obtain ⟨m, hm⟩ : ∃ m, m = expect (copies p N) (fun ω => |sampleMean X N ω - f|) :=
    ⟨_, rfl⟩
  -- only the upward half of the fluctuation contributes
  have h1 : blockingBias p X N ≤ m / 2 := by
    rw [blockingBias_eq_excess hp X hN]
    have h := expect_affine hq (-f / 2) (1 / 2) (1 / 2) (sampleMean X N)
      (fun ω => |sampleMean X N ω - f|)
    rw [hmean, ← hm] at h
    refine le_trans ?_ (h.trans (by ring)).le
    refine sum_le_sum fun ω _ => mul_le_mul_of_nonneg_left ?_ (hq.nonneg ω)
    exact max_le (by linarith [neg_abs_le (sampleMean X N ω - f)])
      (by linarith [le_abs_self (sampleMean X N ω - f)])
  -- the mean absolute deviation is bounded by the standard deviation
  have h2 : m ^ 2 ≤ variance p X / N := by
    have h := expect_affine hq (m ^ 2) (-2 * m) 1 (fun ω => |sampleMean X N ω - f|)
      (fun ω => (sampleMean X N ω - f) ^ 2)
    rw [← hm, hvar] at h
    have h0 : 0 ≤ expect (copies p N) (fun ω => m ^ 2 + -2 * m * |sampleMean X N ω - f|
        + 1 * (sampleMean X N ω - f) ^ 2) := by
      refine sum_nonneg fun ω _ => mul_nonneg (hq.nonneg ω) ?_
      nlinarith [sq_nonneg (|sampleMean X N ω - f| - m), sq_abs (sampleMean X N ω - f)]
    rw [h] at h0
    nlinarith
  have h3 : m ≤ √(variance p X) / √(N : ℝ) := by
    rw [← Real.sqrt_div' _ (Nat.cast_nonneg N)]
    exact (le_abs_self m).trans (Real.abs_le_sqrt h2)
  calc blockingBias p X N ≤ m / 2 := h1
    _ ≤ √(variance p X) / √(N : ℝ) / 2 := by linarith
    _ = √(variance p X) / (2 * √(N : ℝ)) := by ring

/-- For a mean occupation at most one, the bias of the clipped Pauli factor is nonnegative
and at most the standard deviation of `X` over `2√N` for all `N ≥ 1`, and it does not
increase with `N`. -/
theorem clipped_pauli_bias {p : Ω → ℝ} (hp : IsProb p) {X : Ω → ℝ} (hf : expect p X ≤ 1) :
    (∀ N : ℕ, 0 < N → 0 ≤ blockingBias p X N ∧
      blockingBias p X N ≤ √(variance p X) / (2 * √(N : ℝ))) ∧
    ∀ N M : ℕ, 0 < N → N ≤ M → blockingBias p X M ≤ blockingBias p X N := by
  refine ⟨fun N hN => ⟨?_, blockingBias_le hp hf hN⟩, fun N M hN hNM => ?_⟩
  · rw [blockingBias_eq_excess hp X hN]
    exact sum_nonneg fun ω _ =>
      mul_nonneg ((isProb_copies hp N).nonneg ω) (le_max_left _ _)
  · induction M, hNM using Nat.le_induction with
    | base => exact le_rfl
    | succ M hM ih => exact (blockingBias_succ_le hp X (hN.trans_le hM)).trans ih

/-- For every `N ≥ 1`, the blocking bias is strictly positive exactly when a single copy
exceeds occupation one with positive probability. -/
theorem blockingBias_pos_iff {p : Ω → ℝ} (hp : IsProb p) (X : Ω → ℝ) {N : ℕ}
    (hN : 0 < N) : 0 < blockingBias p X N ↔ ∃ a, 0 < p a ∧ 1 < X a := by
  have hN' : (0 : ℝ) < N := by exact_mod_cast hN
  rw [blockingBias_eq_excess hp X hN]
  simp only [expect]
  constructor
  · intro hpos
    by_contra hno
    have hle : ∀ a, 0 < p a → X a ≤ 1 := fun a ha =>
      le_of_not_gt fun hX => hno ⟨a, ha, hX⟩
    refine hpos.ne' (sum_eq_zero fun ω _ => ?_)
    by_cases hw : ∀ i, 0 < p (ω i)
    · have hY : sampleMean X N ω ≤ 1 := by
        unfold sampleMean
        rw [div_le_one hN']
        calc ∑ i, X (ω i) ≤ ∑ _i : Fin N, (1 : ℝ) := sum_le_sum fun i _ => hle _ (hw i)
          _ = N := by simp
      rw [max_eq_left (by linarith), mul_zero]
    · obtain ⟨i, hi⟩ := not_forall.mp hw
      have h0 : p (ω i) = 0 := le_antisymm (le_of_not_gt hi) (hp.nonneg _)
      have hc : copies p N ω = 0 := prod_eq_zero (mem_univ i) h0
      rw [hc, zero_mul]
  · rintro ⟨a, ha, hX⟩
    -- all copies may show the same overfull outcome
    have hY : sampleMean X N (fun _ => a) = X a := by
      simp only [sampleMean, sum_const, card_univ, Fintype.card_fin, nsmul_eq_mul]
      exact mul_div_cancel_left₀ _ hN'.ne'
    refine sum_pos' (fun ω _ => mul_nonneg ((isProb_copies hp N).nonneg ω)
      (le_max_left _ _)) ⟨fun _ => a, mem_univ _, ?_⟩
    refine mul_pos (prod_pos fun _ _ => ha) (lt_max_of_lt_right ?_)
    rw [hY]
    linarith

/-- The weight of a fair coin. -/
def coin : Fin 2 → ℝ := fun _ => 1 / 2

/-- An occupation estimator with the two values zero and two. -/
def burst : Fin 2 → ℝ := ![0, 2]

/-- The fair estimator with values zero and two has mean one, and for a single copy its
blocking bias and the bound by the standard deviation both equal one half. -/
theorem blockingBias_bound_sharp : IsProb coin ∧ expect coin burst = 1 ∧
    blockingBias coin burst 1 = 1 / 2 ∧
    √(variance coin burst) / (2 * √((1 : ℕ) : ℝ)) = 1 / 2 := by
  have hp : IsProb coin :=
    ⟨fun a => by norm_num [coin], by norm_num [coin, Fin.sum_univ_two]⟩
  have hv : variance coin burst = 1 := by
    norm_num [variance, expect, coin, burst, Fin.sum_univ_two]
  refine ⟨hp, by norm_num [expect, coin, burst, Fin.sum_univ_two], ?_, ?_⟩
  · rw [blockingBias_eq_excess hp burst one_pos]
    have h : ∀ ω : Fin 1 → Fin 2, sampleMean burst 1 ω = burst (ω 0) := by
      intro ω
      simp [sampleMean]
    simp only [h]
    refine (expect_copies_succ coin (N := 0) 0 (fun a _ => max 0 (burst a - 1))).trans ?_
    norm_num [expect, copies, coin, burst, Fin.sum_univ_two, max_def]
  · rw [hv]
    norm_num

end

end ClippedPauliBlocking
```

```lean
#print axioms ClippedPauliBlocking.clipped_pauli_bias
#print axioms ClippedPauliBlocking.blockingBias_pos_iff
#print axioms ClippedPauliBlocking.blockingBias_bound_sharp
```

```
'ClippedPauliBlocking.clipped_pauli_bias' depends on axioms: [propext, Classical.choice, Quot.sound]
'ClippedPauliBlocking.blockingBias_pos_iff' depends on axioms: [propext, Classical.choice, Quot.sound]
'ClippedPauliBlocking.blockingBias_bound_sharp' depends on axioms: [propext, Classical.choice, Quot.sound]
```

## Occupations, copies and the bias

The outcomes a in `Ω` have probabilities p(a), which `IsProb p` requires to be nonnegative and to sum to one. The estimator is a real function X on `Ω`, with mean f = `expect p X` and variance V = `variance p X`. A sample ω : `Fin N → Ω` lists N outcomes, and its weight `copies p N` is the product of the p(ω_i), which expresses independence. The averaged occupation is `sampleMean X N`:

Y_N = (1/N) Σ_i X(ω_i).

A transition into a fermion state is allowed in proportion to 1 − f. With Y_N in place of f this factor can turn negative, so it is clipped at zero. `blockingBias p X N` is the resulting error in the mean:

B_N = E max(0, 1 − Y_N) − (1 − f).

The theorem `clipped_pauli_bias` states that, for f ≤ 1 and N ≥ 1, B_N is nonnegative, is at most √V/(2√N), and does not increase with N. X may take negative values. The model treats one final state with fixed f; it leaves out correlations between samples and the feedback of weakened blocking on the occupation itself.

## In an ensemble Monte Carlo run

Suppose a momentum cell holds 10 simulated electrons when full. A snapshot with 12 electrons gives an occupation of 1.2, and the acceptance factor −0.2 is set to zero. If f = 0.9, the standard deviation of one snapshot is 0.2 and four independent snapshots are averaged, the mean factor lies between the exact 0.1 and 0.15. For such finite-valued, independent estimates, the theorem thus limits how far the clipping raises the mean acceptance factor. Successive time steps of one run are generally correlated, and then the theorem does not guarantee the bound with N equal to their number.

## The bias is the mean excess above one

For every real y,

max(0, 1 − y) = 1 − y + max(0, y − 1),

as the cases y ≤ 1 and y > 1 show. Since E Y_N = f, taking the mean gives

B_N = E max(0, Y_N − 1) ≥ 0.

The equality is `blockingBias_eq_excess`; its proof splits both maxima into cases and closes them with `linarith`. The inequality holds because the excess is never negative.

The moments come from `sampleMean_moments`. Let S_n be the sum of X(ω_i) − f over n copies. Adding a copy with deviation z = X(a) − f gives, by independence,

E(z + S_n) = 0,
E(z + S_n)² = E z² + 2 (E z)(E S_n) + E S_n² = V + nV.

Induction from S_0 = 0 yields E S_N = 0 and E S_N² = NV. As Y_N = f + S_N/N, its mean is f and its variance V/N. The separation of one copy from the rest is `expect_copies_succ`, `isProb_copies` supplies the normalisation, and `expect_affine` the linearity.

## More copies never increase the bias

Take N + 1 copies, let T be the sum of their X values, and let Y^(j) be the average without copy j. Then

Σ_j Y^(j) = Σ_j (T − X(ω_j))/N = ((N + 1)T − T)/N = T,

so Y_{N+1} is the average of the N + 1 values Y^(j). Convexity of the excess gives

max(0, Y_{N+1} − 1) ≤ (1/(N + 1)) Σ_j max(0, Y^(j) − 1).

Each Y^(j) is distributed like Y_N, so taking means gives B_{N+1} ≤ B_N. In `blockingBias_succ_le`, `hs` is the averaging identity and `hm` the equality of the means; `clipped_pauli_bias` extends the step to all M ≥ N by induction.

## The factor one half

For f ≤ 1,

max(0, Y_N − 1) ≤ max(0, Y_N − f) = (|Y_N − f| + Y_N − f)/2.

Let m = E|Y_N − f|. Since E Y_N = f, taking means on both sides gives B_N ≤ m/2. Moreover,

0 ≤ E(|Y_N − f| − m)² = V/N − m²,

so m ≤ √V/√N, which gives the bound. These are the steps `h1`, `h2` and `h3` of `blockingBias_le`.

An estimator equal to 0 or 2 with probability 1/2 each has f = 1 and V = 1. For N = 1 its bias and the bound are both 1/2, as `blockingBias_bound_sharp` records.

Without f ≤ 1 the bound can fail, whatever the value c > 1 of the mean: if X is constantly c, then V = 0 but B_N = c − 1 > 0.

## When the bias vanishes

`blockingBias_pos_iff` says that B_N > 0 exactly when some outcome with p(a) > 0 has X(a) > 1. Given such an outcome, drawing it N times has positive probability and gives Y_N = X(a) > 1. Without one, every sample of positive weight has Y_N ≤ 1, and each term of the mean excess is zero. Averaging therefore never removes the bias at finite N if a single estimate exceeds one with positive probability. For f ≤ 1 the bound √V/(2√N) still makes it tend to zero as N grows.
